# Slope and moments of the Compton profile for an isotropic momentum density with a cutoff

To obtain a kinetic energy from a tabulated Compton profile, one weights the profile with the square of the momentum component, integrates over the positive components and, in atomic units, multiplies by three. The parts below justify this step for an isotropic electron momentum density with a largest momentum $P$, and also recover the density from the slope.

```lean
import Mathlib

open Set Real MeasureTheory

namespace ComptonProfile

noncomputable section
```

Let $\rho(p)$ be the number of electrons per unit volume of momentum space at momentum $p$, in atomic units. In the impulse approximation, the profile at $q$ is the number of electrons per unit of momentum component, at the value $q$ of that component. For $0\le q\le P$ it is

$$J(q)=2\pi\int_q^P p\,\rho(p)\,dp .$$

In Lean, `ρ` is a function on all reals, assumed continuous only on `Icc 0 P`, the closed interval $[0,P]$. The cutoff stands for a density that vanishes above $P$. This is exact for a filled Fermi sphere, but an idealisation for atoms and molecules, whose densities have tails.

```lean
/-- The Compton profile `J(q) = 2π ∫_q^P p ρ(p) dp` of an isotropic momentum density `ρ`
with largest momentum `P`. -/
def comptonProfile (ρ : ℝ → ℝ) (P q : ℝ) : ℝ := 2 * π * ∫ p in q..P, p * ρ p
```

The electron number $N$ integrates $\rho$ over the momentum sphere:

```lean
/-- The number of electrons, `4π ∫ p² ρ(p) dp` over `[0, P]`. -/
def electronNumber (ρ : ℝ → ℝ) (P : ℝ) : ℝ := 4 * π * ∫ p in (0 : ℝ)..P, p ^ 2 * ρ p
```

The kinetic energy $T$ weights each electron with $p^2/2$:

```lean
/-- The kinetic energy in atomic units, `4π ∫ p² (p²/2) ρ(p) dp` over `[0, P]`. -/
def kineticEnergy (ρ : ℝ → ℝ) (P : ℝ) : ℝ :=
  4 * π * ∫ p in (0 : ℝ)..P, p ^ 2 * (p ^ 2 / 2 * ρ p)
```

## (a) Continuity of the weighted density

**Show that $p\,\rho(p)$ is continuous on $[0,P]$.**

It is a product of two continuous functions. The later integrals rely on this.

```lean
variable {ρ : ℝ → ℝ} {P : ℝ}

/-- The weighted density `p ρ(p)` is continuous on `[0, P]`. -/
lemma continuousOn_weighted (hρ : ContinuousOn ρ (Icc 0 P)) :
    ContinuousOn (fun p => p * ρ p) (Icc 0 P) :=
  continuousOn_id.mul hρ
```

## (b) From the momentum plane to the profile

**For $0\le q\le P$, integrate the density over the plane of fixed $q$, with transverse momentum $k$, and show that**

$$2\pi\int_0^{\sqrt{P^2-q^2}}k\,\rho\!\left(\sqrt{q^2+k^2}\right)dk=J(q).$$

The angle in the plane has already given the factor $2\pi$; the Lean statement starts from this radial integral. Put $p=\sqrt{q^2+k^2}$. Then $k\,dk=p\,dp$, and the limits become $q$ and $P$.

Lean treats $q=0$ separately, where $p=k$, because the derivative $k/\sqrt{q^2+k^2}$ used in the substitution needs a nonzero root at $k=0$.

```lean
/-- Integrating the isotropic density over the momenta of size at most `P` with fixed component `q`,
in polar coordinates with transverse momentum `k`, gives the Compton profile. -/
theorem plane_integral_eq_comptonProfile (hρ : ContinuousOn ρ (Icc 0 P)) {q : ℝ}
    (hq : q ∈ Icc 0 P) :
    2 * π * ∫ k in (0 : ℝ)..Real.sqrt (P ^ 2 - q ^ 2), k * ρ (Real.sqrt (q ^ 2 + k ^ 2))
      = comptonProfile ρ P q := by
  have hP : 0 ≤ P := hq.1.trans hq.2
  rcases hq.1.eq_or_lt with rfl | h0
  · -- at `q = 0` the transverse momentum is the whole momentum
    have e : Real.sqrt (P ^ 2 - 0 ^ 2) = P := by
      rw [show P ^ 2 - 0 ^ 2 = P ^ 2 by ring, Real.sqrt_sq hP]
    rw [e, comptonProfile]
    congr 1
    apply intervalIntegral.integral_congr
    intro k hk
    rw [uIcc_of_le hP] at hk
    show k * ρ (Real.sqrt (0 ^ 2 + k ^ 2)) = k * ρ k
    rw [show (0 : ℝ) ^ 2 + k ^ 2 = k ^ 2 by ring, Real.sqrt_sq hk.1]
  · obtain ⟨K, hK⟩ : ∃ K, K = Real.sqrt (P ^ 2 - q ^ 2) := ⟨_, rfl⟩
    have hK0 : 0 ≤ K := hK ▸ Real.sqrt_nonneg _
    have hK2 : K ^ 2 = P ^ 2 - q ^ 2 := by
      rw [hK]
      exact Real.sq_sqrt (by nlinarith [hq.1, hq.2])
    rw [← hK]
    have pos : ∀ k : ℝ, 0 < q ^ 2 + k ^ 2 := fun k => by positivity
    have hd : ∀ k : ℝ, HasDerivAt (fun k => Real.sqrt (q ^ 2 + k ^ 2))
        (k / Real.sqrt (q ^ 2 + k ^ 2)) k := fun k => by
      have h2 : HasDerivAt (fun k : ℝ => q ^ 2 + k ^ 2) (2 * k) k := by
        simpa using (hasDerivAt_pow 2 k).const_add (q ^ 2)
      exact (h2.sqrt (pos k).ne').congr_deriv (mul_div_mul_left _ _ two_ne_zero)
    have hc : ContinuousOn (fun k => Real.sqrt (q ^ 2 + k ^ 2)) (uIcc 0 K) :=
      fun k _ => (hd k).continuousAt.continuousWithinAt
    -- substitute the total momentum `p = √(q² + k²)`
    have hs : ∫ k in (0 : ℝ)..K, (Real.sqrt (q ^ 2 + k ^ 2) * ρ (Real.sqrt (q ^ 2 + k ^ 2)))
          * (k / Real.sqrt (q ^ 2 + k ^ 2))
        = ∫ p in Real.sqrt (q ^ 2 + 0 ^ 2)..Real.sqrt (q ^ 2 + K ^ 2), p * ρ p := by
      refine intervalIntegral.integral_comp_mul_deriv'' (g := fun p => p * ρ p) hc
        (fun k _ => (hd k).hasDerivWithinAt)
        (continuousOn_id.div hc fun k _ => (Real.sqrt_pos.2 (pos k)).ne')
        ((continuousOn_weighted hρ).mono ?_)
      rintro _ ⟨k, hk, rfl⟩
      rw [uIcc_of_le hK0] at hk
      have hk2 := pow_le_pow_left₀ hk.1 hk.2 2
      exact ⟨Real.sqrt_nonneg _, Real.sqrt_le_iff.2 ⟨hP, by linarith⟩⟩
    rw [show q ^ 2 + 0 ^ 2 = q ^ 2 by ring, show q ^ 2 + K ^ 2 = P ^ 2 by linarith,
      Real.sqrt_sq hq.1, Real.sqrt_sq hP] at hs
    rw [comptonProfile, ← hs]
    congr 1
    apply intervalIntegral.integral_congr
    intro k _
    have hne := (Real.sqrt_pos.2 (pos k)).ne'
    show k * ρ (Real.sqrt (q ^ 2 + k ^ 2)) = _
    field_simp
```

## (c) The profile never rises

**Let $\rho\ge0$ on $[0,P]$. Show that $J(b)\le J(a)$ whenever $0\le a\le b\le P$.**

Splitting the integral at $b$ gives

$$J(a)-J(b)=2\pi\int_a^b p\,\rho(p)\,dp\ge0 .$$

`AntitoneOn` is Lean's word for nonincreasing on a set; `hsplit` is the splitting and `hpos` the sign.

```lean
/-- For a nonnegative momentum density the Compton profile is nonincreasing on `[0, P]`. -/
theorem comptonProfile_antitoneOn (hρ : ContinuousOn ρ (Icc 0 P))
    (hnn : ∀ p ∈ Icc 0 P, 0 ≤ ρ p) : AntitoneOn (comptonProfile ρ P) (Icc 0 P) := by
  intro a ha b hb hab
  have hP : P ∈ Icc 0 P := ⟨ha.1.trans ha.2, le_rfl⟩
  have hw := continuousOn_weighted hρ
  have hsplit := intervalIntegral.integral_add_adjacent_intervals (μ := volume)
    (hw.mono (uIcc_subset_Icc ha hb)).intervalIntegrable
    (hw.mono (uIcc_subset_Icc hb hP)).intervalIntegrable
  -- the momenta between `a` and `b` contribute a nonnegative amount
  have hpos : 0 ≤ ∫ p in a..b, p * ρ p :=
    intervalIntegral.integral_nonneg hab fun p hp =>
      mul_nonneg (ha.1.trans hp.1) (hnn p ⟨ha.1.trans hp.1, hp.2.trans hb.2⟩)
  have hle : ∫ p in b..P, p * ρ p ≤ ∫ p in a..P, p * ρ p := by linarith
  exact mul_le_mul_of_nonneg_left hle (by positivity)
```

## (d) The slope gives the density

**Show that, for $0<q<P$,**

$$J'(q)=-2\pi q\,\rho(q).$$

The variable $q$ is the lower limit, so the fundamental theorem of calculus gives minus the integrand, times $2\pi$. The sign of $\rho$ plays no part. `HasDerivAt` says that $J$ is differentiable at $q$ with this slope.

```lean
/-- The slope of the Compton profile at `0 < q < P` is `-2π q ρ(q)`. -/
theorem hasDerivAt_comptonProfile (hρ : ContinuousOn ρ (Icc 0 P)) {q : ℝ}
    (hq : q ∈ Ioo 0 P) : HasDerivAt (comptonProfile ρ P) (-(2 * π * q * ρ q)) q := by
  have hw := continuousOn_weighted hρ
  have ho := hw.mono Ioo_subset_Icc_self
  have hP : P ∈ Icc 0 P := ⟨(hq.1.trans hq.2).le, le_rfl⟩
  have h : HasDerivAt (fun u => ∫ p in u..P, p * ρ p) (-(q * ρ q)) q :=
    intervalIntegral.integral_hasDerivAt_left
      (hw.mono (uIcc_subset_Icc (Ioo_subset_Icc_self hq) hP)).intervalIntegrable
      (ho.stronglyMeasurableAtFilter isOpen_Ioo q hq)
      (ho.continuousAt (isOpen_Ioo.mem_nhds hq))
  exact (h.const_mul (2 * π)).congr_deriv (by ring)
```

## (e) All moments at once

**Show that, for $P\ge0$ and every natural number $n$,**

$$\int_0^P q^nJ(q)\,dq=\frac{2\pi}{n+1}\int_0^P p^{n+2}\rho(p)\,dp .$$

By the product rule and (d),

$$\frac{d}{dq}\left[q^{n+1}J(q)\right]=(n+1)q^nJ(q)-2\pi q^{n+2}\rho(q).$$

Integrate from $0$ to $P$. The boundary terms vanish, since $J(P)=0$ and $0^{n+1}=0$; dividing by $n+1$ gives the claim.

In Lean, `key` is the integrated identity. It needs the derivative only inside the interval, together with continuity of $J$ up to the ends, which is `hJ`.

```lean
/-- The `n`-th moment of the Compton profile over `[0, P]` is `2π/(n+1)` times the integral
of `p^(n+2) ρ(p)`. -/
theorem moment_comptonProfile (hP : 0 ≤ P) (hρ : ContinuousOn ρ (Icc 0 P)) (n : ℕ) :
    ∫ q in (0 : ℝ)..P, q ^ n * comptonProfile ρ P q
      = 2 * π / (n + 1) * ∫ p in (0 : ℝ)..P, p ^ (n + 2) * ρ p := by
  have hJ : ContinuousOn (comptonProfile ρ P) (Icc 0 P) := by
    have hint : IntegrableOn (fun p => p * ρ p) (uIcc 0 P) volume := by
      rw [uIcc_of_le hP]
      exact (continuousOn_weighted hρ).integrableOn_Icc
    have h := intervalIntegral.continuousOn_primitive_interval_left hint
    rw [uIcc_of_le hP] at h
    exact continuousOn_const.mul h
  have hA : IntervalIntegrable (fun q => q ^ n * comptonProfile ρ P q) volume 0 P :=
    ContinuousOn.intervalIntegrable_of_Icc hP ((continuousOn_pow n).mul hJ)
  have hB : IntervalIntegrable (fun q => q ^ (n + 2) * ρ q) volume 0 P :=
    ContinuousOn.intervalIntegrable_of_Icc hP ((continuousOn_pow (n + 2)).mul hρ)
  -- integrate the derivative of `q^(n+1) J(q)`
  have key : ∫ q in (0 : ℝ)..P, (((n : ℝ) + 1) * (q ^ n * comptonProfile ρ P q)
        - 2 * π * (q ^ (n + 2) * ρ q))
      = P ^ (n + 1) * comptonProfile ρ P P - 0 ^ (n + 1) * comptonProfile ρ P 0 := by
    refine intervalIntegral.integral_eq_sub_of_hasDerivAt_of_le
      (f := fun q => q ^ (n + 1) * comptonProfile ρ P q) hP
      ((continuousOn_pow (n + 1)).mul hJ) (fun q hq => ?_)
      ((hA.const_mul _).sub (hB.const_mul _))
    refine ((hasDerivAt_pow (n + 1) q).fun_mul
      (hasDerivAt_comptonProfile hρ hq)).congr_deriv ?_
    rw [Nat.add_sub_cancel]
    push_cast
    ring
  -- both boundary terms vanish
  have hJP : comptonProfile ρ P P = 0 := by simp [comptonProfile]
  rw [intervalIntegral.integral_sub (hA.const_mul _) (hB.const_mul _),
    intervalIntegral.integral_const_mul, intervalIntegral.integral_const_mul, hJP,
    zero_pow (Nat.succ_ne_zero n), mul_zero, zero_mul, sub_zero] at key
  have hn : (n : ℝ) + 1 ≠ 0 := by positivity
  rw [div_mul_eq_mul_div, eq_div_iff hn]
  linear_combination key
```

## (f) Monotonicity, slope and second moment together

**For $P>0$ and $\rho\ge0$ on $[0,P]$, collect (c) and (d) and show that**

$$\int_0^P q^2J(q)\,dq=\frac{2\pi}{3}\int_0^P p^4\rho(p)\,dp .$$

This is (e) with $n=2$.

```lean
/-- For a momentum density continuous and nonnegative on `[0, P]`, the Compton profile is
nonincreasing on `[0, P]`, has slope `-2π q ρ(q)` on `(0, P)`, and has second moment `(2π/3) ∫ p⁴
ρ(p) dp` over `[0, P]`, with both integrals taken over `[0, P]`. -/
theorem comptonProfile_main (hP : 0 < P) (hρ : ContinuousOn ρ (Icc 0 P))
    (hnn : ∀ p ∈ Icc 0 P, 0 ≤ ρ p) :
    AntitoneOn (comptonProfile ρ P) (Icc 0 P) ∧
    (∀ q ∈ Ioo 0 P, HasDerivAt (comptonProfile ρ P) (-(2 * π * q * ρ q)) q) ∧
    ∫ q in (0 : ℝ)..P, q ^ 2 * comptonProfile ρ P q
      = 2 * π / 3 * ∫ p in (0 : ℝ)..P, p ^ 4 * ρ p := by
  refine ⟨comptonProfile_antitoneOn hρ hnn, fun q hq => hasDerivAt_comptonProfile hρ hq, ?_⟩
  rw [moment_comptonProfile hP.le hρ 2]
  norm_num
```

## (g) Electron number and kinetic energy

**Show that, for $P\ge0$,**

$$2\int_0^P J(q)\,dq=N,\qquad 3\int_0^P q^2J(q)\,dq=T .$$

With $n=0$, (e) gives $2\int_0^P J\,dq=4\pi\int_0^P p^2\rho\,dp=N$. With $n=2$, it gives

$$3\int_0^P q^2J\,dq=2\pi\int_0^P p^4\rho\,dp=4\pi\int_0^P p^2\,\frac{p^2}{2}\,\rho\,dp=T .$$

```lean
/-- Twice the area under the Compton profile on `[0, P]` is the number of electrons, and
three times its second moment there is the kinetic energy. -/
theorem electronNumber_and_kineticEnergy (hP : 0 ≤ P) (hρ : ContinuousOn ρ (Icc 0 P)) :
    2 * ∫ q in (0 : ℝ)..P, comptonProfile ρ P q = electronNumber ρ P ∧
    3 * ∫ q in (0 : ℝ)..P, q ^ 2 * comptonProfile ρ P q = kineticEnergy ρ P := by
  constructor
  · have h := moment_comptonProfile hP hρ 0
    simp only [pow_zero, one_mul, Nat.cast_zero, zero_add, div_one] at h
    rw [h, electronNumber]
    ring
  · have hT : ∫ p in (0 : ℝ)..P, p ^ 2 * (p ^ 2 / 2 * ρ p)
        = 1 / 2 * ∫ p in (0 : ℝ)..P, p ^ (2 + 2) * ρ p := by
      rw [← intervalIntegral.integral_const_mul]
      congr 1
      funext p
      ring
    rw [moment_comptonProfile hP hρ 2, kineticEnergy, hT]
    push_cast
    ring
```

## (h) Equal profiles, equal densities

**Let $\rho_1,\rho_2$ be continuous on $[0,P]$ with equal profiles on $(0,P)$. Show that $\rho_1(q)=\rho_2(q)$ for $0<q<P$.**

The profiles agree in a neighbourhood of $q$, so their slopes agree there. By (d), $2\pi q\,\rho_1(q)=2\pi q\,\rho_2(q)$, and $2\pi q\neq0$ cancels.

```lean
/-- Two continuous momentum densities with the same Compton profile on `(0, P)` agree
there. -/
theorem density_eqOn_of_comptonProfile_eqOn {ρ₁ ρ₂ : ℝ → ℝ}
    (h₁ : ContinuousOn ρ₁ (Icc 0 P)) (h₂ : ContinuousOn ρ₂ (Icc 0 P))
    (h : EqOn (comptonProfile ρ₁ P) (comptonProfile ρ₂ P) (Ioo 0 P)) :
    EqOn ρ₁ ρ₂ (Ioo 0 P) := by
  intro q hq
  -- equal profiles have equal slopes
  have e := (hasDerivAt_comptonProfile h₁ hq).unique
    ((hasDerivAt_comptonProfile h₂ hq).congr_of_eventuallyEq
      (Filter.eventuallyEq_of_mem (isOpen_Ioo.mem_nhds hq) h))
  have hq0 : 0 < q := hq.1
  have hne : 2 * π * q ≠ 0 := by positivity
  exact mul_left_cancel₀ hne (neg_injective e)
```

## (i) The filled Fermi sphere

**For a non-interacting uniform electron gas in its ground state, $\rho$ has a constant value $n_0$ up to the Fermi momentum $P$. Show that**

$$J(q)=\pi n_0\,(P^2-q^2).$$

Indeed $2\pi n_0\int_q^P p\,dp=2\pi n_0\,(P^2-q^2)/2$. Lean proves the identity for all real $q$ and $P$; it describes the gas for $0\le q\le P$.

```lean
/-- For the constant function `n₀`, `comptonProfile` equals `π n₀ (P² - q²)` for all real `P` and
`q`. -/
theorem comptonProfile_uniform (n₀ P q : ℝ) :
    comptonProfile (fun _ => n₀) P q = π * n₀ * (P ^ 2 - q ^ 2) := by
  rw [comptonProfile, intervalIntegral.integral_mul_const, integral_id]
  ring

end

end ComptonProfile
```

```lean
#print axioms ComptonProfile.comptonProfile_main
-- 'ComptonProfile.comptonProfile_main' depends on axioms: [propext, Classical.choice, Quot.sound]
#print axioms ComptonProfile.electronNumber_and_kineticEnergy
-- 'ComptonProfile.electronNumber_and_kineticEnergy' depends on axioms: [propext, Classical.choice, Quot.sound]
#print axioms ComptonProfile.density_eqOn_of_comptonProfile_eqOn
-- 'ComptonProfile.density_eqOn_of_comptonProfile_eqOn' depends on axioms: [propext, Classical.choice, Quot.sound]
#print axioms ComptonProfile.comptonProfile_uniform
-- 'ComptonProfile.comptonProfile_uniform' depends on axioms: [propext, Classical.choice, Quot.sound]
```
